# For a rigid frame with one symmetric top, the kinetic energy of rotation and torsion is $\tfrac12P^{T}I^{-1}P+F(p-\langle\rho,P\rangle)^2$, with $F>1/(2a)$

Before I diagonalise a torsion–rotation Hamiltonian for a molecule with a methyl top, I turn the equilibrium geometry into the numbers $\rho$ and $F$ that multiply the momenta. The top has moment of inertia $a$ about its axis, so I expected the torsional constant to be $1/(2a)$. My program prints something larger. It also uses the inertia tensor of the whole molecule in the rotational term, top included, although the top moves separately. Isn't the top being counted twice? And where does the shift $p-\langle\rho,P\rangle$ come from?

## The frame recoils against the top

Nothing is counted twice. The value $1/(2a)$ belongs to a top on a frame that is held still. In a free molecule with zero total angular momentum, the frame turns backwards when the top turns forwards, with angular velocity $-\rho$ per unit of torsional velocity. This lowers the effective moment from $a$ to $a(1-\langle u,\rho\rangle)$ and raises $F$.

Let $\omega$ be the angular velocity of the frame, $s$ the velocity of the top relative to the frame, $u$ the unit vector along the top's axis and $I$ the inertia tensor of the whole molecule about its centre of mass. The translation of the molecule is left out. For a balanced top (its centre of mass lies on its axis) whose axis is one of its own principal axes,

$$T=\tfrac12\,\omega^{T}I\omega+a s\langle u,\omega\rangle+\tfrac12 a s^2 .$$

This is half the quadratic form of the inertia matrix

$$G=\begin{pmatrix}I&a u\\ a u^{T}&a\end{pmatrix}.$$

The momenta are the derivatives of $T$ with respect to $\omega$ and $s$:

$$P=I\omega+s\,a u,\qquad p=a(\langle u,\omega\rangle+s),\qquad 2T=\langle\omega,P\rangle+sp .$$

Assume that $G$ is positive definite, so that every nonzero motion costs energy. Three choices of velocity then give what is needed.

- With $s=0$ and $\omega\neq0$, $2T=\omega^{T}I\omega>0$. So $I$ is positive definite and invertible, and $\rho=aI^{-1}u$ satisfies $I\rho=au$.
- With $(\omega,s)=(0,1)$, $2T=a>0$.
- With $(\omega,s)=(-\rho,1)$, $P=-I\rho+au=0$ and $2T=p=a(1-\langle u,\rho\rangle)>0$. So $\langle u,\rho\rangle<1$.

Now solve for the velocities. The first momentum equation gives $\omega=I^{-1}P-s\rho$. Put this into the second:

$$p=a\langle u,I^{-1}P\rangle+a(1-\langle u,\rho\rangle)s .$$

Since $I$ is symmetric, $a\langle u,I^{-1}P\rangle=\langle\rho,P\rangle$. With $F=1/(2a(1-\langle u,\rho\rangle))$ this becomes

$$s=2F(p-\langle\rho,P\rangle).$$

The shift is therefore the part of $p$ that is present even when the top doesn't move relative to the frame. The energy follows by contracting velocities with momenta:

$$H=\tfrac12\big(\langle P,\omega\rangle+ps\big)=\tfrac12P^{T}I^{-1}P+\tfrac12 s\,(p-\langle\rho,P\rangle)=\tfrac12P^{T}I^{-1}P+F(p-\langle\rho,P\rangle)^2 .$$

When the top doesn't move relative to the frame, the second term vanishes and the molecule turns as one rigid body. This is why the first term contains the inertia tensor of the whole molecule.

Finally, $\langle u,\rho\rangle=a\,u^{T}I^{-1}u>0$, so the denominator of $F$ lies strictly between $0$ and $2a$, and $F>1/(2a)$.

If $u$ is a principal axis of the whole molecule, $Iu=cu$, then $\rho=(a/c)u$. The bound $\langle u,\rho\rangle<1$ reads $a<c$, and

$$F=\frac{c}{2a(c-a)}=\frac1{2a}+\frac1{2(c-a)} .$$

If the top's axis also passes through the centre of mass of the molecule, $c-a$ is the moment of the frame about that axis, and $F$ is the sum of the rotational constants of top and frame.

## A tilted axis in numbers

In arbitrary consistent units, take $I=\mathrm{diag}(18,16,4)$, $a=2$ and $u=(3/5,0,4/5)$. Then

$$\rho=\left(\tfrac1{15},0,\tfrac25\right),\qquad \langle u,\rho\rangle=\tfrac9{25},\qquad F=\frac{1}{4\cdot 16/25}=\frac{25}{64},$$

compared with $1/(2a)=1/4$. For $P=(0,0,5)$ and $p=4$ the shift is $\langle\rho,P\rangle=2$, and

$$H=\tfrac{25}{8}+\tfrac{25}{64}\cdot 4=\tfrac{75}{16}.$$

The velocities are $s=25/16$ and $\omega=(-5/48,0,5/8)$. They give the same energy: $\tfrac12(5\cdot\tfrac58+4\cdot\tfrac{25}{16})=\tfrac{75}{16}$.

## What the Lean statements say

A vector indexed by `Fin 3 ⊕ Unit` has three rotational components and one torsional component. `joint w s` builds such a vector, for velocities and momenta alike. `coupledInertia I a u` is the matrix $G$, `rho` is $\rho$ and `torsionConst` is $F$. `hamiltonian` is defined as half the quadratic form of the matrix inverse of $G$, so the separated formula is a theorem about that inverse and not a definition.

The main theorem, `hamiltonian_eq`, says that if $G$ is positive definite, the separated formula holds for every real $P$ and $p$. The hypothesis `(coupledInertia I a u).PosDef` includes the symmetry of $G$; the symmetry and positivity of $I$, $a>0$ and $\langle u,\rho\rangle<1$ are all derived from it. Physically, it excludes motions without kinetic energy, such as those of a frame whose mass all lies on the top's axis.

`torsionConst_gt` gives the strict bound for `u ≠ 0`, hence for every unit axis; at $u=0$ there is no coupling and $F=1/(2a)$. Only `principal_axis` assumes unit length, as `u ⬝ᵥ u = 1`. The other theorems are algebraically true for any length, but $G$ is the inertia matrix of the rotor described here when $u$ is a unit vector.

$P$ is the total angular momentum in axes fixed to the frame, and $p$ is conjugate to the torsion angle measured from the frame. No $\hbar$ appears; if the momenta are counted in units of $\hbar$, both $F$ and the rotational coefficients $\tfrac12I^{-1}$ acquire a factor $\hbar^2$. The model has one rigid top on a rigid frame, and $I$, $a$ and $u$ are given numbers. That they stay constant as the top turns is a property of a symmetric top, not something derived here. For such a molecule, these are the coefficients in the kinetic part of the quantum torsion–rotation Hamiltonian, to which the torsional potential is added; the theorems themselves concern real momenta, not operators.

```lean
import Mathlib

open Matrix

namespace InternalRotorKineticEnergy

noncomputable section

/-- The joint vector of an overall-rotation part `w` and a torsional part `s`;
it serves for velocities and for momenta. -/
def joint (w : Fin 3 → ℝ) (s : ℝ) : Fin 3 ⊕ Unit → ℝ :=
  Sum.elim w (fun _ => s)

/-- The inertia matrix of a molecule with inertia tensor `I` that carries an internal rotor with
moment `a` about the axis `u`, for a unit vector `u` and a balanced rotor that has `u` as one of its
own principal axes. -/
def coupledInertia (I : Matrix (Fin 3) (Fin 3) ℝ) (a : ℝ) (u : Fin 3 → ℝ) :
    Matrix (Fin 3 ⊕ Unit) (Fin 3 ⊕ Unit) ℝ :=
  fromBlocks I (of fun i _ => a * u i) (of fun _ j => a * u j) (of fun _ _ => a)

/-- The vector `ρ = a I⁻¹ u`, for an invertible inertia tensor `I`. -/
def rho (I : Matrix (Fin 3) (Fin 3) ℝ) (a : ℝ) (u : Fin 3 → ℝ) : Fin 3 → ℝ :=
  a • (I⁻¹ *ᵥ u)

/-- The internal-rotation constant `F = 1 / (2a(1 - ⟨u, ρ⟩))`, for invertible `I`,
`a ≠ 0` and `⟨u, ρ⟩ ≠ 1`. -/
def torsionConst (I : Matrix (Fin 3) (Fin 3) ℝ) (a : ℝ) (u : Fin 3 → ℝ) : ℝ :=
  1 / (2 * a * (1 - u ⬝ᵥ rho I a u))

/-- The kinetic energy as a function of the angular momentum `P` and the torsional momentum `p`:
half the quadratic form of the inverse inertia matrix, for an invertible inertia matrix. -/
def hamiltonian (I : Matrix (Fin 3) (Fin 3) ℝ) (a : ℝ) (u P : Fin 3 → ℝ) (p : ℝ) : ℝ :=
  1 / 2 * (joint P p ⬝ᵥ ((coupledInertia I a u)⁻¹ *ᵥ joint P p))

variable {I : Matrix (Fin 3) (Fin 3) ℝ} {a : ℝ} {u : Fin 3 → ℝ}

/-- The pairing of two joint vectors is the sum of the rotational and torsional pairings. -/
theorem joint_dot (w P : Fin 3 → ℝ) (s p : ℝ) :
    joint w s ⬝ᵥ joint P p = w ⬝ᵥ P + s * p := by
  simp [joint, dotProduct]

/-- Angular velocity `w` and torsional velocity `s` give the angular momentum `I w + s a u`
and the torsional momentum `a (⟨u, w⟩ + s)`. -/
theorem momenta_from_velocities (w : Fin 3 → ℝ) (s : ℝ) :
    coupledInertia I a u *ᵥ joint w s
      = joint (I *ᵥ w + (s * a) • u) (a * (u ⬝ᵥ w + s)) := by
  ext i
  rcases i with i | i <;>
    simp [coupledInertia, joint, mulVec, dotProduct, Fin.sum_univ_three] <;> ring

/-- For a positive definite inertia matrix, twice the kinetic energy is positive
for every nonzero joint velocity. -/
theorem energy_pos (h : (coupledInertia I a u).PosDef) {w : Fin 3 → ℝ} {s : ℝ}
    (hne : joint w s ≠ 0) :
    0 < w ⬝ᵥ (I *ᵥ w + (s * a) • u) + s * (a * (u ⬝ᵥ w + s)) := by
  have q := h.dotProduct_mulVec_pos hne
  rwa [star_trivial, momenta_from_velocities, joint_dot] at q

/-- If the inertia matrix with the internal rotor is positive definite, so is the
inertia tensor `I`. -/
theorem tensor_posDef (h : (coupledInertia I a u).PosDef) : I.PosDef := by
  refine Matrix.posDef_iff_dotProduct_mulVec.mpr ⟨IsHermitian.ext fun i j => ?_, ?_⟩
  · simpa [coupledInertia] using h.isHermitian.apply (Sum.inl i) (Sum.inl j)
  · intro x hx
    -- freeze the torsion: the joint velocity is `(x, 0)`
    have hne : joint x 0 ≠ 0 := fun hz =>
      hx (funext fun i => by simpa [joint] using congrFun hz (Sum.inl i))
    simpa using energy_pos h hne

/-- A positive definite inertia tensor gives back the angular momentum `x` from the
angular velocity `I⁻¹ x`. -/
theorem mulVec_inv_mulVec (hI : I.PosDef) (x : Fin 3 → ℝ) : I *ᵥ (I⁻¹ *ᵥ x) = x := by
  rw [mulVec_mulVec, mul_nonsing_inv _ (isUnit_iff_ne_zero.mpr hI.det_pos.ne'), one_mulVec]

/-- Positive definiteness of the inertia matrix forces `a > 0` and `⟨u, ρ⟩ < 1`. -/
theorem rotor_bounds (h : (coupledInertia I a u).PosDef) :
    0 < a ∧ u ⬝ᵥ rho I a u < 1 := by
  have hne : ∀ w : Fin 3 → ℝ, joint w 1 ≠ 0 := fun w hz => by
    simpa [joint] using congrFun hz (Sum.inr ())
  have ha : 0 < a := by simpa using energy_pos h (hne 0)
  refine ⟨ha, ?_⟩
  -- at the joint velocity `(-ρ, 1)` the angular momentum vanishes
  have q := energy_pos h (hne (-rho I a u))
  have e : I *ᵥ (-rho I a u) + (1 * a) • u = 0 := by
    rw [mulVec_neg, rho, mulVec_smul, mulVec_inv_mulVec (tensor_posDef h), one_mul]
    exact neg_add_cancel _
  rw [e, dotProduct_zero, dotProduct_neg] at q
  by_contra hc
  nlinarith [mul_nonneg ha.le (sub_nonneg.mpr (not_lt.mp hc))]

/-- For a positive definite inertia matrix, the momenta `(P, p)` belong to the torsional velocity
`s = 2F(p - ⟨ρ, P⟩)` and the angular velocity `I⁻¹ P - s ρ`. -/
theorem velocities_from_momenta (h : (coupledInertia I a u).PosDef) (P : Fin 3 → ℝ) (p : ℝ) :
    (coupledInertia I a u)⁻¹ *ᵥ joint P p
      = joint (I⁻¹ *ᵥ P - (2 * torsionConst I a u * (p - rho I a u ⬝ᵥ P)) • rho I a u)
          (2 * torsionConst I a u * (p - rho I a u ⬝ᵥ P)) := by
  have hI := tensor_posDef h
  obtain ⟨ha, hlt⟩ := rotor_bounds h
  have ha' : a ≠ 0 := ha.ne'
  have hd : 1 - u ⬝ᵥ rho I a u ≠ 0 := (sub_pos.mpr hlt).ne'
  have hρ : I *ᵥ rho I a u = a • u := by
    rw [rho, mulVec_smul, mulVec_inv_mulVec hI]
  have hT : Iᵀ = I := by
    have := hI.isHermitian.eq
    rwa [conjTranspose_eq_transpose_of_trivial] at this
  -- symmetry of `I` turns `a ⟨u, I⁻¹ P⟩` into `⟨ρ, P⟩`
  have hsym : a * (u ⬝ᵥ (I⁻¹ *ᵥ P)) = rho I a u ⬝ᵥ P := by
    calc a * (u ⬝ᵥ (I⁻¹ *ᵥ P)) = (I *ᵥ rho I a u) ⬝ᵥ (I⁻¹ *ᵥ P) := by
          rw [hρ, smul_dotProduct, smul_eq_mul]
      _ = rho I a u ⬝ᵥ (I *ᵥ (I⁻¹ *ᵥ P)) := by
          rw [dotProduct_mulVec (rho I a u) I, ← mulVec_transpose, hT]
      _ = rho I a u ⬝ᵥ P := by rw [mulVec_inv_mulVec hI]
  obtain ⟨s, hs⟩ : ∃ s, s = 2 * torsionConst I a u * (p - rho I a u ⬝ᵥ P) := ⟨_, rfl⟩
  have hs' : a * (1 - u ⬝ᵥ rho I a u) * s = p - rho I a u ⬝ᵥ P := by
    rw [hs, torsionConst]
    field_simp
  rw [← hs]
  -- the proposed velocities reproduce the momenta
  have key : coupledInertia I a u *ᵥ joint (I⁻¹ *ᵥ P - s • rho I a u) s = joint P p := by
    rw [momenta_from_velocities]
    congr 1
    · rw [mulVec_sub, mulVec_smul, mulVec_inv_mulVec hI, hρ, smul_smul, sub_add_cancel]
    · rw [dotProduct_sub, dotProduct_smul, smul_eq_mul]
      linear_combination hsym + hs'
  rw [← key, mulVec_mulVec, nonsing_inv_mul _ (isUnit_iff_ne_zero.mpr h.det_pos.ne'),
    one_mulVec]

/-- For a positive definite inertia matrix, the kinetic energy is
`Pᵀ I⁻¹ P / 2 + F (p - ⟨ρ, P⟩)²`. -/
theorem hamiltonian_eq (h : (coupledInertia I a u).PosDef) (P : Fin 3 → ℝ) (p : ℝ) :
    hamiltonian I a u P p
      = P ⬝ᵥ (I⁻¹ *ᵥ P) / 2 + torsionConst I a u * (p - rho I a u ⬝ᵥ P) ^ 2 := by
  rw [hamiltonian, velocities_from_momenta h, joint_dot, dotProduct_sub, dotProduct_smul,
    smul_eq_mul, dotProduct_comm P (rho I a u)]
  ring

/-- For a positive definite inertia matrix and a nonzero axis vector `u`, the constant `F`
exceeds the value `1/(2a)` of the rotor on a fixed frame. -/
theorem torsionConst_gt (h : (coupledInertia I a u).PosDef) (hu : u ≠ 0) :
    1 / (2 * a) < torsionConst I a u := by
  have hI := tensor_posDef h
  obtain ⟨ha, hlt⟩ := rotor_bounds h
  have hy : I⁻¹ *ᵥ u ≠ 0 := fun h0 => hu (by
    have e := mulVec_inv_mulVec hI u
    rw [h0, mulVec_zero] at e
    exact e.symm)
  have q := hI.dotProduct_mulVec_pos hy
  rw [star_trivial, mulVec_inv_mulVec hI] at q
  have hpos : 0 < u ⬝ᵥ rho I a u := by
    rw [rho, dotProduct_smul, smul_eq_mul, dotProduct_comm]
    exact mul_pos ha q
  -- the denominator of `F` is positive and smaller than `2a`
  have hd : 0 < 2 * a * (1 - u ⬝ᵥ rho I a u) :=
    mul_pos (by linarith) (sub_pos.mpr hlt)
  exact one_div_lt_one_div_of_lt hd (by nlinarith [mul_pos ha hpos])

/-- If the inertia matrix is positive definite and the unit vector `u` is a principal axis of `I`
with moment `c`, then `a < c`, `ρ = (a/c) u` and `F = 1/(2a) + 1/(2(c - a))`. -/
theorem principal_axis (h : (coupledInertia I a u).PosDef) (hu : u ⬝ᵥ u = 1) {c : ℝ}
    (hc : I *ᵥ u = c • u) :
    a < c ∧ rho I a u = (a / c) • u ∧
      torsionConst I a u = 1 / (2 * a) + 1 / (2 * (c - a)) := by
  have hI := tensor_posDef h
  obtain ⟨ha, hlt⟩ := rotor_bounds h
  have hu0 : u ≠ 0 := fun h0 => by simp [h0] at hu
  have hcpos : 0 < c := by
    have q := hI.dotProduct_mulVec_pos hu0
    rwa [star_trivial, hc, dotProduct_smul, hu, smul_eq_mul, mul_one] at q
  have e : I *ᵥ (c⁻¹ • u) = u := by
    rw [mulVec_smul, hc, smul_smul, inv_mul_cancel₀ hcpos.ne', one_smul]
  have hinv : I⁻¹ *ᵥ u = c⁻¹ • u := by
    calc I⁻¹ *ᵥ u = I⁻¹ *ᵥ (I *ᵥ (c⁻¹ • u)) := by rw [e]
      _ = c⁻¹ • u := by
          rw [mulVec_mulVec, nonsing_inv_mul _ (isUnit_iff_ne_zero.mpr hI.det_pos.ne'),
            one_mulVec]
  have hρ : rho I a u = (a / c) • u := by
    rw [rho, hinv, smul_smul, div_eq_mul_inv]
  rw [hρ, dotProduct_smul, hu, smul_eq_mul, mul_one] at hlt
  have hac : a < c := (div_lt_one hcpos).mp hlt
  refine ⟨hac, hρ, ?_⟩
  have ha' : a ≠ 0 := ha.ne'
  have hc' : c ≠ 0 := hcpos.ne'
  have hd : c - a ≠ 0 := (sub_pos.mpr hac).ne'
  have hfrac : 1 - a / c = (c - a) / c := by rw [sub_div, div_self hc']
  rw [torsionConst, hρ, dotProduct_smul, hu, smul_eq_mul, mul_one, hfrac]
  field_simp
  ring

end

end InternalRotorKineticEnergy
```

```lean
#print axioms InternalRotorKineticEnergy.energy_pos
#print axioms InternalRotorKineticEnergy.hamiltonian_eq
#print axioms InternalRotorKineticEnergy.torsionConst_gt
#print axioms InternalRotorKineticEnergy.principal_axis
```

```
'InternalRotorKineticEnergy.energy_pos' depends on axioms: [propext, Classical.choice, Quot.sound]
'InternalRotorKineticEnergy.hamiltonian_eq' depends on axioms: [propext, Classical.choice, Quot.sound]
'InternalRotorKineticEnergy.torsionConst_gt' depends on axioms: [propext, Classical.choice, Quot.sound]
'InternalRotorKineticEnergy.principal_axis' depends on axioms: [propext, Classical.choice, Quot.sound]
```

## From the velocities to the energy in Lean

`momenta_from_velocities` computes $G(\omega,s)$ component by component, and `joint_dot` splits a pairing into its rotational and torsional parts. Together they turn positive definiteness into `energy_pos`, the inequality $2T>0$ in terms of the momenta.

The three test velocities come next. `tensor_posDef` reads the symmetry of $I$ from the upper left block and applies `energy_pos` at `joint x 0`. `rotor_bounds` uses $(0,1)$ for $a>0$ and $(-\rho,1)$ for the other bound. Its intermediate equation `e` says that the angular momentum vanishes there, and `nlinarith` then rules out $\langle u,\rho\rangle\ge1$. `mulVec_inv_mulVec` supplies $I(I^{-1}x)=x$.

`velocities_from_momenta` carries the main calculation. Where the derivation above solves two equations, the proof takes the proposed velocities and checks them:

- `hsym` is the symmetry step $a\langle u,I^{-1}P\rangle=\langle\rho,P\rangle$.
- `hs'` is the equation $a(1-\langle u,\rho\rangle)s=p-\langle\rho,P\rangle$, obtained by clearing the denominator of $F$.
- `key` applies $G$ to the proposed velocities and recovers $(P,p)$. The torsional component is the sum of `hsym` and `hs'`, which `linear_combination` verifies.

Since $G$ has positive determinant, multiplying `key` by $G^{-1}$ gives the velocities. `hamiltonian_eq` inserts them into the definition, splits the pairing, and leaves the collection of terms to `ring`.

For the strict bound, `torsionConst_gt` tests the positivity of $I$ on the vector $I^{-1}u$, which is nonzero because $u$ is. This yields $u^{T}I^{-1}u>0$, and the comparison of the two denominators finishes the argument. `principal_axis` first gets $c>0$ from $u^{T}Iu=c$, then $I^{-1}u=c^{-1}u$ and so $\rho=(a/c)u$. The bound from `rotor_bounds` becomes $a<c$, after which `field_simp` and `ring` confirm the formula for $F$.
